# For l ≥ 1, a separable pseudopotential with one projector per j splits uniquely into scalar and spin-orbit parts

Take a p shell, $l=1$, and let $X=\mathbf L\cdot\boldsymbol\sigma$, with $\mathbf L$ the orbital angular momentum in units of $\hbar$ and $\boldsymbol\sigma$ the Pauli matrices. $X$ equals $1$ on the $j=3/2$ states and $-2$ on the $j=1/2$ states. A potential with value $u$ on the first and $v$ on the second is therefore

$$\frac{2u+v}{3}+\frac{u-v}{3}\,X .$$

Setting $X=1$ returns $u$, and $X=-2$ returns $v$.

In a separable pseudopotential with one projector per $j$, $u$ and $v$ become radial operators $D\,aa^*$ and $E\,bb^*$, with radial vectors $a,b$ and real strengths $D,E$. With $D=E=1$, $a=(1,0)$ and $b=(0,1)$, the two parts are $\mathrm{diag}(2/3,1/3)$ and $\mathrm{diag}(1/3,-1/3)$, both of rank two. With $b=a$ instead, they are $aa^*$ and $0$.

## The orbital shell and its spin blocks

```lean
import Mathlib

open Matrix Complex
open scoped Kronecker

namespace SpinOrbitPseudopotential

noncomputable section

variable {n m : Type*} [Fintype m] [DecidableEq m]
```

The type `n` labels radial grid points or basis functions, and the finite type `m` labels orbital states.

```lean
/-- Orbital angular momentum matrices (in units of ħ) with quantum number `l`:
the commutation relations and `L² = l(l+1)`. -/
structure IsOrbital (l : ℕ) (Lx Ly Lz : Matrix m m ℂ) : Prop where
  comm_xy : Lx * Ly - Ly * Lx = I • Lz
  comm_yz : Ly * Lz - Lz * Ly = I • Lx
  comm_zx : Lz * Lx - Lx * Lz = I • Ly
  casimir : Lx * Lx + Ly * Ly + Lz * Lz = ((l : ℂ) * (l + 1)) • (1 : Matrix m m ℂ)
```

`IsOrbital l Lx Ly Lz` collects four assumptions. The commutators, such as $[L_x,L_y]=iL_z$, express the algebra of rotations, and $L^2=l(l+1)$ selects a single $l$ shell. Here `I` is the imaginary unit and `•` multiplies a matrix by a scalar. Neither Hermiticity nor dimension $2l+1$ is required, so several copies of the shell are allowed.

```lean
/-- The operator `L·σ`, written in blocks for spin up and spin down. -/
def LdotSigma (Lx Ly Lz : Matrix m m ℂ) : Matrix (m ⊕ m) (m ⊕ m) ℂ :=
  fromBlocks Lz (Lx - I • Ly) (Lx + I • Ly) (-Lz)
```

The index type `m ⊕ m` holds the spin-up orbitals followed by the spin-down orbitals:

$$X=\begin{pmatrix}L_z & L_x-iL_y\\ L_x+iL_y & -L_z\end{pmatrix}.$$

```lean
/-- The operator `P₊ = (l + 1 + X)/(2l+1)` for the channel `j = l + 1/2`. -/
def Pplus (l : ℕ) (X : Matrix (m ⊕ m) (m ⊕ m) ℂ) : Matrix (m ⊕ m) (m ⊕ m) ℂ :=
  (1 / (2 * (l : ℂ) + 1)) • (((l : ℂ) + 1) • (1 : Matrix (m ⊕ m) (m ⊕ m) ℂ) + X)
```

This is $P_+=(l+1+X)/(2l+1)$. It equals $1$ where $X=l$, that is for $j=l+1/2$, and $0$ where $X=-(l+1)$.

```lean
/-- The operator `P₋ = (l - X)/(2l+1)` for the channel `j = l - 1/2`. -/
def Pminus (l : ℕ) (X : Matrix (m ⊕ m) (m ⊕ m) ℂ) : Matrix (m ⊕ m) (m ⊕ m) ℂ :=
  (1 / (2 * (l : ℂ) + 1)) • ((l : ℂ) • (1 : Matrix (m ⊕ m) (m ⊕ m) ℂ) - X)
```

Its partner $P_-=(l-X)/(2l+1)$ selects $j=l-1/2$. Both definitions accept any matrix `X`; the projector property is proved below.

## The potential and its two radial parts

```lean
/-- The radial operator `a a*` built from one projector function. -/
def ketBra (a : n → ℂ) : Matrix n n ℂ := vecMulVec a (star a)
```

`ketBra a` is $aa^*$, with entries $a_i\overline{a_j}$. The vector need not be normalised.

```lean
/-- The separable potential `D a a* ⊗ P₊ + E b b* ⊗ P₋`. -/
def potential (l : ℕ) (D E : ℝ) (a b : n → ℂ) (X : Matrix (m ⊕ m) (m ⊕ m) ℂ) :
    Matrix (n × (m ⊕ m)) (n × (m ⊕ m)) ℂ :=
  ((D : ℂ) • ketBra a) ⊗ₖ Pplus l X + ((E : ℂ) • ketBra b) ⊗ₖ Pminus l X
```

The potential is $V=D\,aa^*\otimes P_++E\,bb^*\otimes P_-$, where `⊗ₖ` is the Kronecker product. For nonzero $a$, the radial operator $D\,aa^*$ has $a$ as an eigenvector with eigenvalue $D\lVert a\rVert^2$, which is $D$ for a unit vector; likewise $E\,bb^*$ has eigenvalue $E\lVert b\rVert^2$ on a nonzero $b$. The model has one projector per $j$ in a single $l$ channel. It contains no local potential, and its form is assumed, not derived from the Dirac equation.

```lean
/-- The radial operator `((l+1) D a a* + l E b b*)/(2l+1)`. -/
def scalarPart (l : ℕ) (D E : ℝ) (a b : n → ℂ) : Matrix n n ℂ :=
  (((l : ℂ) + 1) * D / (2 * (l : ℂ) + 1)) • ketBra a
    + ((l : ℂ) * E / (2 * (l : ℂ) + 1)) • ketBra b
```

The spin-independent part is

$$S_0=\frac{(l+1)D\,aa^*+lE\,bb^*}{2l+1}.$$

```lean
/-- The radial operator `(D a a* - E b b*)/(2l+1)`. -/
def spinOrbitPart (l : ℕ) (D E : ℝ) (a b : n → ℂ) : Matrix n n ℂ :=
  ((D : ℂ) / (2 * (l : ℂ) + 1)) • ketBra a + (-(E : ℂ) / (2 * (l : ℂ) + 1)) • ketBra b
```

The coefficient of $\mathbf L\cdot\boldsymbol\sigma$ is

$$R_0=\frac{D\,aa^*-E\,bb^*}{2l+1}.$$

```lean
/-- The matrix whose two columns are the radial vectors `a` and `b`. -/
def columns (a b : n → ℂ) : Matrix n (Fin 2) ℂ := (Matrix.of ![a, b])ᵀ
```

`columns a b` is the matrix $A$ with columns $a$ and $b$, used below for the ranks.

## From commutators to projectors

```lean
/-- The operator `L·σ` satisfies `(L·σ)² + L·σ = l(l+1)`. -/
theorem LdotSigma_quadratic {l : ℕ} {Lx Ly Lz : Matrix m m ℂ} (h : IsOrbital l Lx Ly Lz) :
    LdotSigma Lx Ly Lz * LdotSigma Lx Ly Lz + LdotSigma Lx Ly Lz
      = ((l : ℂ) * (l + 1)) • (1 : Matrix (m ⊕ m) (m ⊕ m) ℂ) := by
  have hzx := h.comm_zx
  have hL := h.casimir
  -- two commutators multiplied by the imaginary unit
  have kxy : I • (Lx * Ly) - I • (Ly * Lx) = -Lz := by
    rw [← smul_sub, h.comm_xy, smul_smul, I_mul_I, neg_one_smul]
  have kyz : I • (Ly * Lz) - I • (Lz * Ly) = -Lx := by
    rw [← smul_sub, h.comm_yz, smul_smul, I_mul_I, neg_one_smul]
  unfold LdotSigma
  rw [fromBlocks_multiply, fromBlocks_add, ← fromBlocks_one, fromBlocks_smul, fromBlocks_inj]
  refine ⟨?_, ?_, ?_, ?_⟩ <;>
    simp only [mul_add, add_mul, mul_sub, sub_mul, Matrix.smul_mul, Matrix.mul_smul, smul_smul,
      I_mul_I, neg_mul, mul_neg, neg_neg, smul_zero]
  · linear_combination (norm := module) hL + kxy
  · linear_combination (norm := module) hzx + kyz
  · linear_combination (norm := module) kyz - hzx
  · linear_combination (norm := module) hL - kxy
```

The theorem says $X^2+X=l(l+1)$. By hand, the upper-left block of $X^2$ is

$$L_z^2+(L_x-iL_y)(L_x+iL_y)=L^2+i[L_x,L_y]=L^2-L_z,$$

and adding the block $L_z$ of $X$ leaves $L^2$. The upper-right block of $X^2+X$ is

$$[L_z,L_x]+i[L_y,L_z]+L_x-iL_y=iL_y-L_x+L_x-iL_y=0.$$

The lower-left block is $-[L_z,L_x]+i[L_y,L_z]+L_x+iL_y=0$, and the lower-right is $L^2-i[L_x,L_y]-L_z=L^2$.

The Lean proof treats the same four blocks, and each ends with `linear_combination (norm := module)`. This tactic takes a combination of known equations, such as `hL + kxy`, and checks that it accounts for the goal. Its default check uses commutative algebra, which is unavailable for matrices. The option `module` treats products such as `Lx * Ly` and `Ly * Lx` as separate vectors and compares only their scalar coefficients. The commutators enter solely through the named equations, as they do by hand.

```lean
/-- For `X = L·σ`, the operators `P₊` and `P₋` are idempotent, their product `P₊ P₋` vanishes, and
they sum to the identity. -/
theorem projectors {l : ℕ} {Lx Ly Lz : Matrix m m ℂ} (h : IsOrbital l Lx Ly Lz) :
    let X := LdotSigma Lx Ly Lz
    Pplus l X * Pplus l X = Pplus l X ∧ Pminus l X * Pminus l X = Pminus l X ∧
      Pplus l X * Pminus l X = 0 ∧ Pplus l X + Pminus l X = 1 := by
  intro X
  have hX : X * X = ((l : ℂ) * (l + 1)) • (1 : Matrix (m ⊕ m) (m ⊕ m) ℂ) - X :=
    eq_sub_of_add_eq (LdotSigma_quadratic h)
  have hne : 2 * (l : ℂ) + 1 ≠ 0 := by
    exact_mod_cast (by omega : 2 * l + 1 ≠ 0)
  unfold Pplus Pminus
  refine ⟨?_, ?_, ?_, ?_⟩ <;>
    (try simp only [Matrix.smul_mul, Matrix.mul_smul, add_mul, mul_add, sub_mul, mul_sub,
      one_mul, mul_one, hX]) <;>
    match_scalars <;> first | ring1 | (field_simp; ring1)
```

The four claims are $P_+^2=P_+$, $P_-^2=P_-$, $P_+P_-=0$ and $P_++P_-=1$. Substituting $X^2=l(l+1)-X$ gives

$$\begin{aligned}
(l+1+X)^2&=(l+1)^2+l(l+1)+(2l+1)X=(2l+1)(l+1+X),\\
(l-X)^2&=l^2+l(l+1)-(2l+1)X=(2l+1)(l-X),\\
(l+1+X)(l-X)&=l(l+1)-X-X^2=0.
\end{aligned}$$

Dividing by $(2l+1)^2$ gives the first three claims; the fourth follows from $(l+1+X)+(l-X)=2l+1$. In Lean, `hX` performs the substitution and `match_scalars` leaves the coefficient identities to be checked.

## Existence and uniqueness of the splitting

```lean
omit [Fintype m] in
/-- The separable potential equals `S ⊗ 1 + R ⊗ X`, with `S` the operator `scalarPart` and `R` the
operator `spinOrbitPart`. -/
theorem potential_eq (l : ℕ) (D E : ℝ) (a b : n → ℂ) (X : Matrix (m ⊕ m) (m ⊕ m) ℂ) :
    potential l D E a b X
      = scalarPart l D E a b ⊗ₖ (1 : Matrix (m ⊕ m) (m ⊕ m) ℂ)
        + spinOrbitPart l D E a b ⊗ₖ X := by
  ext ⟨i, s⟩ ⟨j, t⟩
  simp only [potential, scalarPart, spinOrbitPart, Pplus, Pminus, Matrix.add_apply,
    Matrix.sub_apply, Matrix.smul_apply, Matrix.kroneckerMap_apply, smul_eq_mul]
  ring
```

This is $V=S_0\otimes1+R_0\otimes X$. Inserting the definitions of $P_\pm$ and collecting the terms with $1$ and with $X$ gives

$$V=\frac{(l+1)D\,aa^*+lE\,bb^*}{2l+1}\otimes1+\frac{D\,aa^*-E\,bb^*}{2l+1}\otimes X.$$

Lean compares entries: `i, j` are radial indices and `s, t` are spin-orbital ones. No property of $X$ is needed.

```lean
/-- For `l ≥ 1` the separable potential has exactly one decomposition `S ⊗ 1 + R ⊗ L·σ`, with
`(2l+1) S = (l+1) D a a* + l E b b*` and `(2l+1) R = D a a* - E b b*`. -/
theorem decomposition_iff [Nonempty m] {l : ℕ} (hl : 1 ≤ l) {Lx Ly Lz : Matrix m m ℂ}
    (h : IsOrbital l Lx Ly Lz) (D E : ℝ) (a b : n → ℂ) (S R : Matrix n n ℂ) :
    potential l D E a b (LdotSigma Lx Ly Lz)
        = S ⊗ₖ (1 : Matrix (m ⊕ m) (m ⊕ m) ℂ) + R ⊗ₖ LdotSigma Lx Ly Lz
      ↔ S = scalarPart l D E a b ∧ R = spinOrbitPart l D E a b := by
  constructor
  · intro hV
    rw [potential_eq] at hV
    have htr : (LdotSigma Lx Ly Lz).trace = 0 := by
      simp [LdotSigma, Matrix.trace, Fintype.sum_sum_type]
    -- L·σ cannot vanish, because l(l+1) does not
    have hX0 : LdotSigma Lx Ly Lz ≠ 0 := by
      intro h0
      have hq := LdotSigma_quadratic h
      rw [h0, mul_zero, add_zero] at hq
      have hc := (smul_eq_zero.mp hq.symm).resolve_right one_ne_zero
      have hl0 : (l : ℂ) ≠ 0 := Nat.cast_ne_zero.mpr (by omega)
      exact mul_ne_zero hl0 (Nat.cast_add_one_ne_zero l) hc
    have hcard : (Fintype.card (m ⊕ m) : ℂ) ≠ 0 := Nat.cast_ne_zero.mpr Fintype.card_ne_zero
    have key : ∀ i j, S i j - scalarPart l D E a b i j = 0 ∧
        R i j - spinOrbitPart l D E a b i j = 0 := by
      intro i j
      have hm : (S i j - scalarPart l D E a b i j) • (1 : Matrix (m ⊕ m) (m ⊕ m) ℂ)
          + (R i j - spinOrbitPart l D E a b i j) • LdotSigma Lx Ly Lz = 0 := by
        ext s t
        have e := congrFun (congrFun hV (i, s)) (j, t)
        simp only [Matrix.add_apply, Matrix.kroneckerMap_apply] at e
        simp only [Matrix.add_apply, Matrix.smul_apply, smul_eq_mul, Matrix.zero_apply]
        linear_combination -e
      -- the spin-orbital trace isolates the spin-independent term
      have ht := congrArg Matrix.trace hm
      rw [Matrix.trace_add, Matrix.trace_smul, Matrix.trace_smul, Matrix.trace_one, htr,
        Matrix.trace_zero, smul_zero, add_zero, smul_eq_mul] at ht
      have hs := (mul_eq_zero.mp ht).resolve_right hcard
      rw [hs, zero_smul, zero_add] at hm
      exact ⟨hs, (smul_eq_zero.mp hm).resolve_right hX0⟩
    exact ⟨by ext i j; exact sub_eq_zero.mp (key i j).1,
      by ext i j; exact sub_eq_zero.mp (key i j).2⟩
  · rintro ⟨rfl, rfl⟩
    exact potential_eq l D E a b _
```

For $l\ge1$ and a nonempty orbital space, $V=S\otimes1+R\otimes X$ holds if and only if $S=S_0$ and $R=R_0$. One direction is the previous identity. For the other, subtract the two decompositions at fixed radial indices:

$$(S-S_0)_{ij}\,1+(R-R_0)_{ij}\,X=0.$$

The trace of $X$ is $\operatorname{tr}L_z-\operatorname{tr}L_z=0$, while the trace of the identity is twice the number of orbital states. Taking the trace therefore gives $(S-S_0)_{ij}=0$, and what remains is $(R-R_0)_{ij}X=0$. If $X$ were zero, the quadratic relation would force $l(l+1)=0$, which is false for $l\ge1$. Hence $(R-R_0)_{ij}=0$. In the code these steps are `htr`, `hX0` and `key`.

## When both parts have rank two

```lean
/-- For nonzero `c`, `d` the operator `c a a* + d b b*` has rank two exactly when `a` and `b`
are linearly independent. -/
theorem rank_two_iff [Fintype n] {c d : ℂ} (hc : c ≠ 0) (hd : d ≠ 0) (a b : n → ℂ) :
    (c • ketBra a + d • ketBra b).rank = 2 ↔ LinearIndependent ℂ ![a, b] := by
  classical
  have hM : c • ketBra a + d • ketBra b
      = columns a b * (diagonal ![c, d] * (columns a b)ᴴ) := by
    ext i j
    simp [columns, ketBra, Matrix.mul_apply, Fin.sum_univ_two, vecMulVec_apply,
      Matrix.diagonal_apply]
    ring
  have hle : (c • ketBra a + d • ketBra b).rank ≤ (columns a b).rank := by
    rw [hM]
    exact Matrix.rank_mul_le_left _ _
  have hw : (columns a b).rank ≤ 2 := by
    simpa using (columns a b).rank_le_card_width
  constructor
  · intro hr
    have hs : (columns a b).rank = (Set.range ![a, b]).finrank ℂ :=
      (columns a b).rank_eq_finrank_span_cols
    rw [linearIndependent_iff_card_eq_finrank_span, ← hs, Fintype.card_fin]
    omega
  · intro hli
    have hinj : Function.Injective (columns a b).mulVec := Matrix.mulVec_injective_iff.mpr hli
    have hker : LinearMap.ker (Matrix.toLin' (columns a b)) = ⊥ :=
      LinearMap.ker_eq_bot.mpr fun x y hxy => hinj (by simpa only [Matrix.toLin'_apply] using hxy)
    -- a left inverse B of the column matrix recovers diag(c, d)
    obtain ⟨g, hg⟩ := LinearMap.exists_leftInverse_of_injective _ hker
    have hB := congrArg LinearMap.toMatrix' hg
    rw [LinearMap.toMatrix'_comp, LinearMap.toMatrix'_toLin', LinearMap.toMatrix'_id] at hB
    set B := LinearMap.toMatrix' g
    have hdiag : B * (c • ketBra a + d • ketBra b) * Bᴴ = diagonal ![c, d] := by
      calc B * (c • ketBra a + d • ketBra b) * Bᴴ
          = (B * columns a b) * diagonal ![c, d] * (B * columns a b)ᴴ := by
            rw [hM, Matrix.conjTranspose_mul]
            simp only [Matrix.mul_assoc]
        _ = diagonal ![c, d] := by
            rw [hB, Matrix.conjTranspose_one, Matrix.one_mul, Matrix.mul_one]
    have hu : IsUnit (diagonal ![c, d]) := by
      rw [Matrix.isUnit_iff_isUnit_det]
      simp [Matrix.det_diagonal, Fin.prod_univ_two, hc, hd]
    have hrank := Matrix.rank_of_isUnit _ hu
    rw [Fintype.card_fin, ← hdiag] at hrank
    have h1 := Matrix.rank_mul_le_left (B * (c • ketBra a + d • ketBra b)) Bᴴ
    have h2 := Matrix.rank_mul_le_right B (c • ketBra a + d • ketBra b)
    omega
```

For nonzero complex $c,d$ and a finite radial index, let

$$M=c\,aa^*+d\,bb^*=A\,\mathrm{diag}(c,d)\,A^*.$$

The claim is that $M$ has rank two exactly when $a$ and $b$ are linearly independent. Lean writes the pair as `![a, b]`, so equal vectors count as dependent.

The factorisation `hM` gives $\operatorname{rank}M\le\operatorname{rank}A\le2$. If $M$ has rank two, so does $A$, and its two columns are independent. Conversely, if the columns are independent, $A$ is injective and has a left inverse $B$ with $BA=1$. Then

$$BMB^*=(BA)\,\mathrm{diag}(c,d)\,(BA)^*=\mathrm{diag}(c,d),$$

which is invertible and has rank two. Multiplication cannot raise rank, so $M$ has rank at least two, hence exactly two. The signs of $c$ and $d$ play no role, which matters for the difference in $R_0$.

```lean
/-- For `l ≥ 1` and nonzero strengths, each of the two radial operators, spin-independent and
spin-orbit, has rank two exactly when `a` and `b` are linearly independent. -/
theorem parts_rank_two_iff [Fintype n] {l : ℕ} (hl : 1 ≤ l) {D E : ℝ} (hD : D ≠ 0) (hE : E ≠ 0)
    (a b : n → ℂ) :
    ((scalarPart l D E a b).rank = 2 ↔ LinearIndependent ℂ ![a, b]) ∧
      ((spinOrbitPart l D E a b).rank = 2 ↔ LinearIndependent ℂ ![a, b]) := by
  have hne : 2 * (l : ℂ) + 1 ≠ 0 := by
    exact_mod_cast (by omega : 2 * l + 1 ≠ 0)
  have hl0 : (l : ℂ) ≠ 0 := Nat.cast_ne_zero.mpr (by omega)
  have hD' : (D : ℂ) ≠ 0 := Complex.ofReal_ne_zero.mpr hD
  have hE' : (E : ℂ) ≠ 0 := Complex.ofReal_ne_zero.mpr hE
  exact ⟨rank_two_iff (div_ne_zero (mul_ne_zero (Nat.cast_add_one_ne_zero l) hD') hne)
      (div_ne_zero (mul_ne_zero hl0 hE') hne) a b,
    rank_two_iff (div_ne_zero hD' hne) (div_ne_zero (neg_ne_zero.mpr hE') hne) a b⟩
```

Apply the previous theorem twice. For $S_0$ the coefficients are $(l+1)D/(2l+1)$ and $lE/(2l+1)$; for $R_0$ they are $D/(2l+1)$ and $-E/(2l+1)$. All are nonzero when $l\ge1$ and $D,E\ne0$. Each radial part therefore has rank two exactly when $a$ and $b$ are independent. At $l=0$ the $b$ term would disappear from $S_0$.

In an electronic-structure code that uses this one-projector-per-$j$ model in a finite basis, a spin-orbit-free calculation can keep $S_0$ and omit $R_0\otimes X$. To apply $S_0$ to a radial vector $\psi$, the code computes the overlaps $a^*\psi$ and $b^*\psi$, multiplies them by the two coefficients of $S_0$, and adds the resulting multiples of $a$ and $b$. When $l\ge1$, $D$ and $E$ are nonzero, and $a$ and $b$ are independent, replacing the two projectors in $S_0$ by a single averaged one changes the operator, because one projector gives rank at most one.

## A concrete p shell

```lean
/-- The Cartesian `l = 1` matrices satisfy the angular momentum relations. -/
theorem isOrbital_witness :
    IsOrbital 1 !![0, 0, 0; 0, 0, -I; 0, I, 0] !![0, 0, I; 0, 0, 0; -I, 0, 0]
      !![0, -I, 0; I, 0, 0; 0, 0, 0] := by
  constructor <;> ext i j <;> fin_cases i <;> fin_cases j <;>
    simp

end

end SpinOrbitPseudopotential
```

These are the angular-momentum matrices in the basis $p_x,p_y,p_z$. Their squares are $\mathrm{diag}(0,1,1)$, $\mathrm{diag}(1,0,1)$ and $\mathrm{diag}(1,1,0)$, which add up to $2=l(l+1)$. Multiplying out the products gives the three commutators, and Lean checks every relation entry by entry. The assumptions in `IsOrbital` are thus met by the p shell of the opening example.

```lean
#print axioms SpinOrbitPseudopotential.projectors
#print axioms SpinOrbitPseudopotential.decomposition_iff
#print axioms SpinOrbitPseudopotential.parts_rank_two_iff
```

```
'SpinOrbitPseudopotential.projectors' depends on axioms: [propext, Classical.choice, Quot.sound]
'SpinOrbitPseudopotential.decomposition_iff' depends on axioms: [propext, Classical.choice, Quot.sound]
'SpinOrbitPseudopotential.parts_rank_two_iff' depends on axioms: [propext, Classical.choice, Quot.sound]
```
